# Bounds on the bulk dipolar energy of a periodic magnetization grid, and when a positive definite surface term raises it

Let $M$ be a real vector field on the periodic grid $(\mathbb Z/N)^3$, $N\ge 1$, with unitary discrete Fourier transform $F$, and let the real wavevectors $k(q)$ be nonzero for every $q\neq 0$. With the vacuum permeability and the cell volume set to one, the bulk dipolar energy $E$ satisfies

$$0\le E=\frac12\sum_{q\ne0}\frac{|k(q)\cdot F(q)|^2}{|k(q)|^2}\le\frac12\sum_x|M(x)|^2 .$$

The upper bound is reached exactly when the net moment $\mu=\sum_x M(x)$ vanishes and $k(q)\times F(q)=0$ for all $q\neq0$. Adding $\frac12\langle F(0),QF(0)\rangle$ with $Q$ positive definite raises the energy if and only if $\mu\neq0$.

For micromagnetic simulations on a finite periodic grid with this spectral kernel, the bounds give a range in which a computed bulk energy must lie, up to rounding errors.

## Fields, modes and energies

```lean
import Mathlib

open Matrix

namespace DipolarEnergyOnGrid

noncomputable section

/-- The periodic cubic grid with `N` cells along each axis; it also labels the Fourier modes. -/
abbrev Grid (N : ℕ) := Fin 3 → ZMod N
```

`Grid N` labels both the cells $x$ and the modes $q$. The character `ZMod.stdAddChar` sends $j$ to $e^{2\pi i j/N}$, so `dft` is

$$F_a(q)=N^{-3/2}\sum_x e^{-2\pi i\,q\cdot x/N}M_a(x).$$

```lean
variable {N : ℕ} [NeZero N]

/-- The unitary discrete Fourier transform of a real magnetization field, component by component. -/
def dft (M : Grid N → Fin 3 → ℝ) (q : Grid N) (a : Fin 3) : ℂ :=
  (((√((N : ℝ) ^ 3))⁻¹ : ℝ) : ℂ) *
    ∑ x : Grid N, ZMod.stdAddChar (-(q ⬝ᵥ x)) * (M x a : ℂ)

/-- The net moment: the sum of the magnetization over all cells. -/
def netMoment (M : Grid N → Fin 3 → ℝ) : Fin 3 → ℝ := fun a => ∑ x, M x a
```

The quantity $k\cdot F$ represents magnetic volume charge, and only the part of a mode along $k$ contributes to the energy. The perpendicular part is defined through the cross product.

```lean
/-- The squared part of a mode `F` along the wavevector `k`, for `k ≠ 0`. -/
def longitudinal (k : Fin 3 → ℝ) (F : Fin 3 → ℂ) : ℝ :=
  ‖∑ a, (k a : ℂ) * F a‖ ^ 2 / (k ⬝ᵥ k)

/-- The squared part of a mode `F` perpendicular to the wavevector `k`, for `k ≠ 0`. -/
def transverse (k : Fin 3 → ℝ) (F : Fin 3 → ℂ) : ℝ :=
  (∑ a, ‖((fun b => (k b : ℂ)) ⨯₃ F) a‖ ^ 2) / (k ⬝ᵥ k)
```

The vacuum permeability and the cell volume are set to one.

```lean
/-- The bulk dipolar energy, half the sum of `|k·F|²/|k|²` over the nonzero modes,
for wavevectors that do not vanish on these modes. -/
def bulkEnergy (k : Grid N → Fin 3 → ℝ) (M : Grid N → Fin 3 → ℝ) : ℝ :=
  1 / 2 * ∑ q ∈ Finset.univ.erase (0 : Grid N), longitudinal (k q) (dft M q)
```

The grid is thought of as one period of a large ellipsoidal sample, and energies are counted per period. The matrix $Q$ stands for the demagnetizing effect of the sample's surface charges on the uniform part of the magnetization. It depends on the sample's shape and surroundings, and is an input here. For a sphere in vacuum it is one third of the identity.

```lean
/-- The surface energy `⟨F(0), Q F(0)⟩/2` of the zero mode, with a real matrix `Q`. -/
def surfaceEnergy (Q : Matrix (Fin 3) (Fin 3) ℝ) (M : Grid N → Fin 3 → ℝ) : ℝ :=
  1 / 2 * (star (dft M 0) ⬝ᵥ (Q.map Complex.ofReal *ᵥ dft M 0)).re
```

The general theorems allow any $k$ meeting their hypotheses. The usual choice is below; for even $N$ the component $N/2$ is taken with positive sign.

```lean
/-- The grid wavevectors `2π q/N` for unit cell size, each component of `q` being taken
as its representative of least absolute value. -/
def gridWavevector (q : Grid N) : Fin 3 → ℝ :=
  fun a => 2 * Real.pi / N * ((q a).valMinAbs : ℝ)
```

## A real field on a finite periodic grid

Periodicity makes plane waves orthogonal. Put $S(d)=\sum_q e^{2\pi i\,q\cdot d/N}$. If $d=0$, then $S=N^3$. Otherwise some $d_i\neq0$, and shifting $q$ by one unit along axis $i$ permutes the modes while multiplying the sum by $e^{2\pi i d_i/N}\neq1$. Hence $S(d)=0$. In the proof, `Equiv.sum_comp` performs the shift and `hs` records the resulting equation.

```lean
/-- Plane waves on the grid are orthogonal: the sum over all modes of the phase at
displacement `d` is `N³` for `d = 0` and zero otherwise. -/
theorem sum_phase (d : Grid N) :
    ∑ q : Grid N, (ZMod.stdAddChar (q ⬝ᵥ d) : ℂ) = if d = 0 then (N : ℂ) ^ 3 else 0 := by
  split_ifs with h
  · subst h
    simp [ZMod.card]
  · obtain ⟨i, hi⟩ := Function.ne_iff.mp h
    have hχ : (ZMod.stdAddChar (d i) : ℂ) ≠ 1 := fun h1 =>
      hi (ZMod.injective_stdAddChar (by rw [h1, Pi.zero_apply, AddChar.map_zero_eq_one]))
    -- shifting the mode by one unit along axis i multiplies the sum by a phase
    have hs : (ZMod.stdAddChar (d i) : ℂ) * ∑ q : Grid N, (ZMod.stdAddChar (q ⬝ᵥ d) : ℂ)
        = ∑ q : Grid N, (ZMod.stdAddChar (q ⬝ᵥ d) : ℂ) := by
      rw [Finset.mul_sum]
      refine Eq.trans ?_ (Equiv.sum_comp (Equiv.addRight (Pi.single i 1 : Grid N))
        (fun q => (ZMod.stdAddChar (q ⬝ᵥ d) : ℂ)))
      refine Finset.sum_congr rfl fun q _ => ?_
      simp only [Equiv.coe_addRight, add_dotProduct, single_dotProduct, one_mul,
        AddChar.map_add_eq_mul]
      exact mul_comm _ _
    have h0 : ((ZMod.stdAddChar (d i) : ℂ) - 1) *
        ∑ q : Grid N, (ZMod.stdAddChar (q ⬝ᵥ d) : ℂ) = 0 := by
      linear_combination hs
    exact (mul_eq_zero.mp h0).resolve_left (sub_ne_zero.mpr hχ)
```

Since $M$ is real, its complex conjugate is itself, and

$$\sum_q|F_a(q)|^2=\frac1{N^3}\sum_{x,y}M_a(x)M_a(y)\,S(y-x)=\sum_xM_a(x)^2 .$$

Summing over $a$ gives Parseval's identity. The steps `expand` and `swap` are the two equalities.

```lean
/-- Parseval's identity: the modes carry the same total squared magnetization as the cells. -/
theorem parseval (M : Grid N → Fin 3 → ℝ) :
    ∑ q, ∑ a, ‖dft M q a‖ ^ 2 = ∑ x, M x ⬝ᵥ M x := by
  have hN : (N : ℂ) ≠ 0 := Nat.cast_ne_zero.mpr (NeZero.ne N)
  have hc : (((√((N : ℝ) ^ 3))⁻¹ : ℝ) : ℂ) ^ 2 = ((N : ℂ) ^ 3)⁻¹ := by
    rw [← Complex.ofReal_pow, inv_pow, Real.sq_sqrt (by positivity)]
    simp
  have key : ∀ a, ∑ q, ‖dft M q a‖ ^ 2 = ∑ x, M x a * M x a := by
    intro a
    -- each squared mode is a double sum over pairs of cells
    have expand : ∀ q, ((‖dft M q a‖ ^ 2 : ℝ) : ℂ) = ((N : ℂ) ^ 3)⁻¹ *
        ∑ x, ∑ y, ((M x a : ℂ) * (M y a : ℂ)) * ZMod.stdAddChar (q ⬝ᵥ (y - x)) := by
      intro q
      have hs : (∑ x : Grid N, ZMod.stdAddChar (-(q ⬝ᵥ x)) * (M x a : ℂ)) *
          (∑ y : Grid N, (starRingEnd ℂ) (ZMod.stdAddChar (-(q ⬝ᵥ y))) * (M y a : ℂ)) =
          ∑ x, ∑ y, ((M x a : ℂ) * (M y a : ℂ)) * ZMod.stdAddChar (q ⬝ᵥ (y - x)) := by
        rw [Finset.sum_mul_sum]
        refine Finset.sum_congr rfl fun x _ => Finset.sum_congr rfl fun y _ => ?_
        rw [← AddChar.map_neg_eq_conj, neg_neg, dotProduct_sub, sub_eq_add_neg,
          AddChar.map_add_eq_mul]
        ring
      rw [← Complex.normSq_eq_norm_sq, ← Complex.mul_conj, ← hc, ← hs]
      simp only [dft, map_mul, map_sum, Complex.conj_ofReal]
      ring
    -- summing over the modes leaves only the diagonal pairs
    have swap : ∑ q : Grid N, ∑ x, ∑ y,
        ((M x a : ℂ) * (M y a : ℂ)) * ZMod.stdAddChar (q ⬝ᵥ (y - x)) =
        ∑ x, ((M x a : ℂ) * (M x a : ℂ)) * (N : ℂ) ^ 3 := by
      rw [Finset.sum_comm]
      refine Finset.sum_congr rfl fun x _ => ?_
      rw [Finset.sum_comm]
      simp only [← Finset.mul_sum, sum_phase, sub_eq_zero]
      simp
    apply Complex.ofReal_injective
    rw [Complex.ofReal_sum, Finset.sum_congr rfl fun q _ => expand q, ← Finset.mul_sum,
      swap, ← Finset.sum_mul]
    push_cast
    field_simp
  calc ∑ q, ∑ a, ‖dft M q a‖ ^ 2 = ∑ a, ∑ q, ‖dft M q a‖ ^ 2 := Finset.sum_comm
    _ = ∑ a, ∑ x, M x a * M x a := Finset.sum_congr rfl fun a _ => key a
    _ = ∑ x, M x ⬝ᵥ M x := by
      simp only [dotProduct]
      exact Finset.sum_comm
```

Reality is a physical condition on magnetization more than a mathematical need: for a complex field the same calculation works with $|M_a(x)|^2$ on the right. Finiteness of the grid is what `NeZero N` secures: it excludes $N=0$, for which `ZMod 0` is the infinite set of integers.

## Wavevectors that are nonzero away from q = 0

A nonzero $k$ gives a mode a direction, so that the mode can be split into longitudinal and transverse parts. Write $F=u+iv$ with $u,v$ real. Lagrange's identity, $(k\cdot u)^2+|k\times u|^2=|k|^2|u|^2$, and the same for $v$, add up to

$$|k\cdot F|^2+|k\times F|^2=|k|^2|F|^2 .$$

Dividing by $|k|^2$ uses the hypothesis. In Lean, `div_eq_iff` clears the denominator, and `ring` verifies the identity in real and imaginary parts.

```lean
/-- For a nonzero wavevector, the longitudinal and transverse parts of a mode add up to its
full squared length. -/
theorem longitudinal_add_transverse (k : Fin 3 → ℝ) (hk : k ≠ 0) (F : Fin 3 → ℂ) :
    longitudinal k F + transverse k F = ∑ a, ‖F a‖ ^ 2 := by
  have hk' : k ⬝ᵥ k ≠ 0 := fun h => hk (dotProduct_self_eq_zero.mp h)
  unfold longitudinal transverse
  rw [← add_div, div_eq_iff hk']
  simp only [Complex.sq_norm, Complex.normSq_apply, cross_apply, Fin.sum_univ_three, dotProduct,
    Matrix.cons_val, Complex.add_re, Complex.add_im, Complex.sub_re, Complex.sub_im,
    Complex.mul_re, Complex.mul_im, Complex.ofReal_re, Complex.ofReal_im]
  ring
```

At $q=0$ every phase is one, so $F(0)=N^{-3/2}\mu$.

```lean
/-- The zero mode is real and equals the net moment divided by `N^(3/2)`. -/
theorem dft_zero (M : Grid N → Fin 3 → ℝ) (a : Fin 3) :
    dft M 0 a = (((√((N : ℝ) ^ 3))⁻¹ * netMoment M a : ℝ) : ℂ) := by
  simp [dft, netMoment]
```

Now separate $q=0$ in Parseval's identity and split every other mode:

$$E+\frac12|F(0)|^2+\frac12\sum_{q\neq0}\frac{|k\times F|^2}{|k|^2}=\frac12\sum_x|M(x)|^2 .$$

All three terms on the left are nonnegative, which gives both bounds. Equality in the upper bound means that the second and third terms vanish, hence $\mu=0$ and $k\times F=0$ for each $q\neq0$; conversely, these conditions make both terms zero.

The balance is `bal` in the proof, and `linarith` draws the bounds from it. The hypothesis `hk` enters there, and again when a vanishing transverse quotient must have a vanishing numerator. Nothing is required of $k(0)$, nor need $k(-q)=-k(q)$.

```lean
/-- If the wavevectors vanish at most at `q = 0`, the bulk dipolar energy lies between zero and
half the total squared magnetization. The upper bound is reached exactly when the net moment
is zero and every other mode is parallel to its wavevector. -/
theorem bulkEnergy_bounds (k : Grid N → Fin 3 → ℝ) (hk : ∀ q, q ≠ 0 → k q ≠ 0)
    (M : Grid N → Fin 3 → ℝ) :
    0 ≤ bulkEnergy k M ∧ bulkEnergy k M ≤ 1 / 2 * ∑ x, M x ⬝ᵥ M x ∧
    (bulkEnergy k M = 1 / 2 * ∑ x, M x ⬝ᵥ M x ↔
      netMoment M = 0 ∧ ∀ q, q ≠ 0 → (fun b => (k q b : ℂ)) ⨯₃ dft M q = 0) := by
  have hkk : ∀ q, 0 ≤ k q ⬝ᵥ k q := fun q => Finset.sum_nonneg fun a _ => mul_self_nonneg (k q a)
  have hA : 0 ≤ ∑ a, ‖dft M 0 a‖ ^ 2 := Finset.sum_nonneg fun a _ => sq_nonneg _
  have hTq : ∀ q, 0 ≤ transverse (k q) (dft M q) := fun q =>
    div_nonneg (Finset.sum_nonneg fun a _ => sq_nonneg _) (hkk q)
  have hT : 0 ≤ ∑ q ∈ Finset.univ.erase (0 : Grid N), transverse (k q) (dft M q) :=
    Finset.sum_nonneg fun q _ => hTq q
  have hL : 0 ≤ bulkEnergy k M := mul_nonneg (by norm_num)
    (Finset.sum_nonneg fun q _ => div_nonneg (sq_nonneg _) (hkk q))
  -- energy balance: bulk energy, zero mode and transverse part exhaust the total
  have bal : bulkEnergy k M + 1 / 2 * ∑ a, ‖dft M 0 a‖ ^ 2 + 1 / 2 *
      ∑ q ∈ Finset.univ.erase (0 : Grid N), transverse (k q) (dft M q)
      = 1 / 2 * ∑ x, M x ⬝ᵥ M x := by
    have h := Finset.add_sum_erase Finset.univ (fun q => ∑ a, ‖dft M q a‖ ^ 2)
      (Finset.mem_univ (0 : Grid N))
    beta_reduce at h
    rw [parseval, Finset.sum_congr rfl fun q hq => (longitudinal_add_transverse (k q)
      (hk q (Finset.ne_of_mem_erase hq)) (dft M q)).symm, Finset.sum_add_distrib] at h
    unfold bulkEnergy
    linarith
  refine ⟨hL, by linarith, ?_, ?_⟩
  · intro h
    have hA0 : ∑ a, ‖dft M 0 a‖ ^ 2 = 0 := by linarith
    have hT0 : ∑ q ∈ Finset.univ.erase (0 : Grid N), transverse (k q) (dft M q) = 0 := by
      linarith
    constructor
    · funext a
      have h1 := (Finset.sum_eq_zero_iff_of_nonneg fun a _ => sq_nonneg _).mp hA0 a
        (Finset.mem_univ a)
      have h2 : dft M 0 a = 0 := norm_eq_zero.mp ((pow_eq_zero_iff two_ne_zero).mp h1)
      rw [dft_zero] at h2
      have hN : (0 : ℝ) < N := Nat.cast_pos.mpr (NeZero.pos N)
      have hc : (√((N : ℝ) ^ 3))⁻¹ ≠ 0 := by positivity
      exact (mul_eq_zero.mp (Complex.ofReal_eq_zero.mp h2)).resolve_left hc
    · intro q hq
      have ht : transverse (k q) (dft M q) = 0 :=
        (Finset.sum_eq_zero_iff_of_nonneg fun q _ => hTq q).mp hT0 q
          (Finset.mem_erase.mpr ⟨hq, Finset.mem_univ q⟩)
      unfold transverse at ht
      have ht' := (div_eq_zero_iff.mp ht).resolve_right
        fun h0 => hk q hq (dotProduct_self_eq_zero.mp h0)
      funext a
      have h1 := (Finset.sum_eq_zero_iff_of_nonneg fun a _ => sq_nonneg _).mp ht' a
        (Finset.mem_univ a)
      exact norm_eq_zero.mp ((pow_eq_zero_iff two_ne_zero).mp h1)
  · rintro ⟨hm, hc⟩
    have hA0 : ∑ a, ‖dft M 0 a‖ ^ 2 = 0 := Finset.sum_eq_zero fun a _ => by
      rw [dft_zero, hm]
      simp
    have hT0 : ∑ q ∈ Finset.univ.erase (0 : Grid N), transverse (k q) (dft M q) = 0 :=
      Finset.sum_eq_zero fun q hq => by
        rw [transverse, hc q (Finset.ne_of_mem_erase hq)]
        simp
    linarith
```

Suppose instead that $k(q)=0$ at some $q\neq0$. Lean sets division by zero to zero, so that mode drops out of $E$. Take $M(x)=v\cos(2\pi q\cdot x/N)$ with $v\ne0$ parallel to $k(-q)$, or any $v\neq0$ if $k(-q)=0$. The net moment and all the cross products vanish, yet $E$ misses the contribution of $q$ and stays below the upper bound. The equality criterion therefore fails. This situation arises with centred differences, $k_a=\sin(2\pi q_a/N)$, which vanish on the staggered mode $q_a=N/2$ for even $N$.

## A positive definite surface matrix

Inserting $F(0)=N^{-3/2}\mu$ gives

$$\frac12\langle F(0),QF(0)\rangle=\frac{\mu\cdot Q\mu}{2N^3}.$$

The zero mode is real, so the real part taken in `surfaceEnergy` discards nothing.

```lean
/-- The surface energy is the quadratic form of `Q` in the net moment, divided by `2N³`. -/
theorem surfaceEnergy_eq (Q : Matrix (Fin 3) (Fin 3) ℝ) (M : Grid N → Fin 3 → ℝ) :
    surfaceEnergy Q M = (netMoment M ⬝ᵥ Q *ᵥ netMoment M) / (2 * (N : ℝ) ^ 3) := by
  have h : dft M 0 = fun a => (((√((N : ℝ) ^ 3))⁻¹ * netMoment M a : ℝ) : ℂ) :=
    funext (dft_zero M)
  have hc : ((√((N : ℝ) ^ 3))⁻¹) ^ 2 = ((N : ℝ) ^ 3)⁻¹ := by
    rw [inv_pow, Real.sq_sqrt (by positivity)]
  rw [div_eq_mul_inv, mul_inv, ← hc, surfaceEnergy, h]
  simp only [dotProduct, mulVec, Fin.sum_univ_three, Pi.star_apply, Matrix.map_apply,
    Complex.star_def, Complex.conj_ofReal, ← Complex.ofReal_mul, ← Complex.ofReal_add,
    Complex.ofReal_re]
  ring
```

Positive definiteness, `hQ`, means $v\cdot Qv>0$ for every $v\neq0$; symmetry is not assumed. The added energy is thus positive for $\mu\neq0$ and zero for $\mu=0$. The proof cancels the bulk energy with `lt_add_iff_pos_right`, and so needs no condition on $k$.

```lean
/-- For positive definite `Q`, adding the surface energy raises the dipolar energy exactly when
the net moment is nonzero. -/
theorem surface_raises_iff (k : Grid N → Fin 3 → ℝ) (Q : Matrix (Fin 3) (Fin 3) ℝ)
    (hQ : ∀ v, v ≠ 0 → 0 < v ⬝ᵥ Q *ᵥ v) (M : Grid N → Fin 3 → ℝ) :
    bulkEnergy k M < bulkEnergy k M + surfaceEnergy Q M ↔ netMoment M ≠ 0 := by
  have hN : (0 : ℝ) < N := Nat.cast_pos.mpr (NeZero.pos N)
  rw [lt_add_iff_pos_right, surfaceEnergy_eq]
  constructor
  · intro h h0
    rw [h0] at h
    simp at h
  · intro h
    exact div_pos (hQ _ h) (by positivity)
```

If $v\cdot Qv\le0$ for some $v\neq0$, the uniform field $M=v$ has a net moment but its surface term does not raise the energy. An ideal thin film, $Q=\mathrm{diag}(0,0,1)$, shows this for in-plane magnetization.

## The standard wavevectors and uniform magnetization

The usual wavevectors satisfy the condition on $k$: if $q\neq0$, some component has a nonzero representative, and $2\pi/N$ is nonzero.

```lean
/-- The grid wavevectors are nonzero for every mode other than `q = 0`. -/
theorem gridWavevector_witness (q : Grid N) (hq : q ≠ 0) : gridWavevector q ≠ 0 := by
  obtain ⟨i, hi⟩ := Function.ne_iff.mp hq
  have hN : (0 : ℝ) < N := Nat.cast_pos.mpr (NeZero.pos N)
  have hp : 2 * Real.pi / (N : ℝ) ≠ 0 := by positivity
  intro h
  have h1 : 2 * Real.pi / (N : ℝ) * ((q i).valMinAbs : ℝ) = 0 := congrFun h i
  have h2 := Int.cast_eq_zero.mp ((mul_eq_zero.mp h1).resolve_left hp)
  exact hi ((ZMod.valMinAbs_eq_zero (q i)).mp h2)
```

For a uniform field $M(x)=m$, orthogonality with cells and modes exchanged gives $F(q)=0$ for $q\neq0$, so $E=0$. With $\mu=N^3m$, the surface formula leaves $\frac12N^3\,m\cdot Qm$. The proof obtains these facts as `hz`, `hb` and `hm`; it needs no positivity of $Q$.

```lean
/-- With the grid wavevectors, a sample with magnetization `m` in every cell and surface matrix `Q`
has total (bulk plus surface) dipolar energy `N³ m·Qm/2`. -/
theorem uniform_energy (Q : Matrix (Fin 3) (Fin 3) ℝ) (m : Fin 3 → ℝ) :
    bulkEnergy gridWavevector (fun _ : Grid N => m) + surfaceEnergy Q (fun _ : Grid N => m)
      = (N : ℝ) ^ 3 / 2 * (m ⬝ᵥ Q *ᵥ m) := by
  have hN : (N : ℝ) ≠ 0 := Nat.cast_ne_zero.mpr (NeZero.ne N)
  -- a uniform field has no modes besides q = 0
  have hz : ∀ q : Grid N, q ≠ 0 → dft (fun _ : Grid N => m) q = 0 := by
    intro q hq
    have hs : ∑ x : Grid N, (ZMod.stdAddChar (-(q ⬝ᵥ x)) : ℂ) = 0 := by
      have h := sum_phase (-q)
      rw [if_neg (neg_ne_zero.mpr hq)] at h
      rw [← h]
      refine Finset.sum_congr rfl fun x _ => ?_
      rw [dotProduct_neg, dotProduct_comm q x]
    funext a
    simp only [dft, ← Finset.sum_mul, hs, zero_mul, mul_zero, Pi.zero_apply]
  have hb : bulkEnergy gridWavevector (fun _ : Grid N => m) = 0 := by
    unfold bulkEnergy
    rw [Finset.sum_eq_zero, mul_zero]
    intro q hq
    rw [longitudinal, hz q (Finset.ne_of_mem_erase hq)]
    simp
  have hm : netMoment (fun _ : Grid N => m) = (N : ℝ) ^ 3 • m := by
    funext a
    simp [netMoment, ZMod.card]
  rw [hb, zero_add, surfaceEnergy_eq, hm, mulVec_smul, smul_dotProduct, dotProduct_smul,
    smul_eq_mul, smul_eq_mul]
  field_simp

end

end DipolarEnergyOnGrid
```

```lean
#print axioms DipolarEnergyOnGrid.bulkEnergy_bounds
-- 'DipolarEnergyOnGrid.bulkEnergy_bounds' depends on axioms: [propext, Classical.choice, Quot.sound]
#print axioms DipolarEnergyOnGrid.surface_raises_iff
-- 'DipolarEnergyOnGrid.surface_raises_iff' depends on axioms: [propext, Classical.choice, Quot.sound]
#print axioms DipolarEnergyOnGrid.uniform_energy
-- 'DipolarEnergyOnGrid.uniform_energy' depends on axioms: [propext, Classical.choice, Quot.sound]
```

For $N=1$ there is only the mode $q=0$. The bulk energy is an empty sum, the condition on $k$ is vacuous, and the upper bound is reached only for $M=0$.

The cells could also have been modelled as point dipoles interacting in pairs, without self-energy. Each pair's interaction tensor is traceless, so the matrix acting on each mode with $q\neq0$ would be traceless too. A nonzero symmetric matrix of this kind has a negative eigenvalue, and zero would no longer be a general lower bound.
